# Gradient descent on a quadratic energy with bounded force errors: geometric decay plus a term $\delta/m$

A statement about descent with noisy forces must first fix what the noise is. Here the force error at step $k$ is not a random variable but an arbitrary vector $f_k$, subject only to $\|f_k\|\le\delta$ for a fixed number $\delta$. The resulting estimate holds for every admissible sequence, biased or correlated ones included, and gains nothing from cancellation between steps.

Let $A$ be a symmetric operator on a finite-dimensional real inner product space $E$, with all eigenvalues in $[m,M]$, $0<m\le M$. Let $b,z\in E$ satisfy $Az=b$, and start from any $x_0\in E$. With $\alpha=2/(m+M)$, $q=(M-m)/(M+m)$ and $x_{k+1}=x_k+\alpha(b-Ax_k+f_k)$,
$$\|x_k-z\|\le q^k\|x_0-z\|+\frac{\delta}{m}\qquad(k=0,1,2,\dots).$$
For geometry relaxation with forces from an incompletely converged self-consistent field, this limits the distance from the minimum, within an exactly harmonic energy surface, a fixed step and a hard bound on the force error. The counterexamples and the numerical run below are worked in prose only and are not among the theorems.

## The energy, the force and the iteration

In Lean 4 with Mathlib:

```lean
import Mathlib

open scoped InnerProductSpace
open Module

namespace NoisyGradientDescent

noncomputable section

variable {E : Type*} [NormedAddCommGroup E] [InnerProductSpace ℝ E]
```

The type `E` is the space of displacements. The energy is $U(x)=\tfrac12\langle x,Ax\rangle-\langle b,x\rangle$, so $A$ is the Hessian (the force-constant matrix) and $b$ the force at the origin.

```lean
/-- The quadratic energy `½⟨x, A x⟩ - ⟨b, x⟩`. -/
def energy (A : E →ₗ[ℝ] E) (b x : E) : ℝ := (1 / 2) * ⟪x, A x⟫_ℝ - ⟪b, x⟫_ℝ
```

The exact force is $F(x)=b-Ax$.

```lean
/-- The exact force `b - A x`. -/
def force (A : E →ₗ[ℝ] E) (b x : E) : E := b - A x
```

The iterate $x_k$ is `noisyGD A b α f x₀ k`. Counting starts at zero, and `f k` enters the move from $x_k$ to $x_{k+1}$, added to the force before multiplication by the step.

```lean
/-- Gradient descent with step `α` from `x₀`, the force at step `k` carrying the error `f k`. -/
def noisyGD (A : E →ₗ[ℝ] E) (b : E) (α : ℝ) (f : ℕ → E) (x₀ : E) : ℕ → E
  | 0 => x₀
  | k + 1 => noisyGD A b α f x₀ k + α • (force A b (noisyGD A b α f x₀ k) + f k)
```

`SpectrumIn A m M` says that $[m,M]$ encloses the eigenvalues; neither end needs to be one. Physically $m$ is a lower bound on the softest stiffness and $M$ an upper bound on the stiffest.

```lean
/-- Every eigenvalue of `A` lies in the interval `[m, M]`. -/
def SpectrumIn (A : E →ₗ[ℝ] E) (m M : ℝ) : Prop :=
  ∀ μ : ℝ, End.HasEigenvalue A μ → m ≤ μ ∧ μ ≤ M
```

The numbers $\alpha$ and $q$ are `optStep m M` and `optRate m M`.

```lean
/-- The step size `2 / (m + M)`. -/
def optStep (m M : ℝ) : ℝ := 2 / (m + M)

/-- The rate `(M - m) / (M + m)`. -/
def optRate (m M : ℝ) : ℝ := (M - m) / (M + m)
```

## Symmetry makes the force conservative

A Hessian is symmetric, $\langle Ax,v\rangle=\langle x,Av\rangle$, which is `A.IsSymmetric`. For a displacement $v$,
$$U(x+v)=U(x)+\tfrac12\langle x,Av\rangle+\tfrac12\langle v,Ax\rangle-\langle b,v\rangle+\tfrac12\langle v,Av\rangle .$$
Symmetry merges the two cross terms into $\langle Ax,v\rangle$, so the part linear in $v$ is $-\langle F(x),v\rangle$ and $F$ is minus the gradient of $U$. In `energy_add`, `h1` is the symmetry of $A$, `h2` that of the real inner product, and `linarith` collects terms after the expansion. The identity justifies the name of the iteration; the later estimates do not call on it. For a non-symmetric $A$ the gradient would involve only $(A+A^{\mathsf T})/2$, and $b-Ax$ would not be the force of $U$.

```lean
/-- For symmetric `A` a displacement `v` changes the energy by `-⟨F, v⟩ + ½⟨v, A v⟩`,
with `F` the exact force. -/
theorem energy_add {A : E →ₗ[ℝ] E} (hA : A.IsSymmetric) (b x v : E) :
    energy A b (x + v) = energy A b x - ⟪force A b x, v⟫_ℝ + (1 / 2) * ⟪v, A v⟫_ℝ := by
  have h1 : ⟪A x, v⟫_ℝ = ⟪x, A v⟫_ℝ := hA x v
  have h2 : ⟪v, A x⟫_ℝ = ⟪A x, v⟫_ℝ := real_inner_comm (A x) v
  simp only [energy, force, map_add, inner_add_left, inner_add_right, inner_sub_left]
  linarith
```

## The point of zero force

The hypothesis `hz : A z = b` says that $F(z)=0$: $z$ is the equilibrium. With the error $e_k=x_k-z$ it gives $b-Ax_k=Az-Ax_k=-Ae_k$, and therefore
$$e_{k+1}=e_k-\alpha Ae_k+\alpha f_k .$$
In `error_step`, `rw [h, map_sub, hz]` unfolds one step, splits $A(x_k-z)$ and replaces $Az$ by $b$; `module` does the vector algebra. No symmetry and no restriction on $\alpha$ enter. The theorems take $z$ as given and do not construct it. For any other reference point the recursion acquires the constant term $\alpha(b-Az)$, which acts as a further systematic force error.

```lean
/-- The error `e_k = x_k - z` with `A z = b` obeys `e_(k+1) = e_k - α A e_k + α f_k`. -/
theorem error_step {A : E →ₗ[ℝ] E} {b z : E} (hz : A z = b) (α : ℝ) (f : ℕ → E) (x₀ : E)
    (k : ℕ) :
    noisyGD A b α f x₀ (k + 1) - z =
      ((noisyGD A b α f x₀ k - z) - α • A (noisyGD A b α f x₀ k - z)) + α • f k := by
  have h : noisyGD A b α f x₀ (k + 1) =
      noisyGD A b α f x₀ k + α • (b - A (noisyGD A b α f x₀ k) + f k) := rfl
  rw [h, map_sub, hz]
  module
```

## Normal modes: symmetry with finite dimension

A symmetric operator on a space of finite dimension $n$ has an orthonormal basis $B_0,\dots,B_{n-1}$ with $AB_i=\mu_iB_i$. For any real $\alpha$ and vector $v$,
$$\langle B_i,v-\alpha Av\rangle=\langle B_i,v\rangle-\alpha\langle AB_i,v\rangle=(1-\alpha\mu_i)\langle B_i,v\rangle .$$
If some $q\ge0$ satisfies $|1-\alpha\mu_i|\le q$ for all $i$, Parseval's identity gives
$$\|v-\alpha Av\|^2=\sum_i(1-\alpha\mu_i)^2\langle B_i,v\rangle^2\le q^2\|v\|^2,$$
and the square root yields $\|v-\alpha Av\|\le q\|v\|$.

The proof of `contraction` uses symmetry twice. `hA.eigenvectorBasis` needs it, together with `FiniteDimensional ℝ E`, to supply the basis, and `← hA (B i) v` inside `mode` moves $A$ onto $B_i$. The statement `hsq` compares the two sums term by term, and `hq` permits the square root.

Without symmetry the eigenvalues no longer control the norm. The matrix $A=\begin{pmatrix}1&t\\0&1\end{pmatrix}$ with $t\neq0$ has the single eigenvalue 1, so $m=M=1$ gives $\alpha=1$ and $q=0$. With $\delta=0$ the bound would force $e_1=0$, yet $e_0=(0,1)$ gives $e_1=(-t,0)$. Without finite dimension a condition on eigenvalues can be empty: multiplication by $s$ on $L^2(0,10)$ has no eigenvalues, so it satisfies the condition with $m=M=1$, while $v-Av\neq0$ for every $v\neq0$.

```lean
/-- If `|1 - α μ| ≤ q` for every eigenvalue `μ` of the symmetric operator `A` on a
finite-dimensional space, with `q ≥ 0`, then `‖v - α A v‖ ≤ q ‖v‖` for every `v`. -/
theorem contraction [FiniteDimensional ℝ E] {A : E →ₗ[ℝ] E} (hA : A.IsSymmetric) {α q : ℝ}
    (hq : 0 ≤ q) (hs : ∀ μ : ℝ, End.HasEigenvalue A μ → |1 - α * μ| ≤ q) (v : E) :
    ‖v - α • A v‖ ≤ q * ‖v‖ := by
  -- an orthonormal eigenbasis
  obtain ⟨B, μ, hB, hμ⟩ : ∃ (B : OrthonormalBasis (Fin (finrank ℝ E)) ℝ E)
      (μ : Fin (finrank ℝ E) → ℝ),
      (∀ i, A (B i) = μ i • B i) ∧ ∀ i, End.HasEigenvalue A (μ i) :=
    ⟨hA.eigenvectorBasis rfl, hA.eigenvalues rfl, fun i => hA.apply_eigenvectorBasis rfl i,
      fun i => hA.hasEigenvalue_eigenvalues rfl i⟩
  have parseval : ∀ w : E, ‖w‖ ^ 2 = ∑ i, ⟪B i, w⟫_ℝ ^ 2 := by
    intro w
    rw [← real_inner_self_eq_norm_sq w, ← B.sum_inner_mul_inner w w]
    refine Finset.sum_congr rfl fun i _ => ?_
    rw [real_inner_comm (B i) w]
    ring
  -- each mode is multiplied by `1 - α μ`
  have mode : ∀ i, ⟪B i, v - α • A v⟫_ℝ = (1 - α * μ i) * ⟪B i, v⟫_ℝ := by
    intro i
    rw [inner_sub_right, real_inner_smul_right, ← hA (B i) v, hB, real_inner_smul_left]
    ring
  have hsq : ‖v - α • A v‖ ^ 2 ≤ (q * ‖v‖) ^ 2 := by
    rw [mul_pow, parseval, parseval v, Finset.mul_sum]
    refine Finset.sum_le_sum fun i _ => ?_
    rw [mode, mul_pow]
    refine mul_le_mul_of_nonneg_right ?_ (sq_nonneg _)
    rw [← sq_abs]
    exact pow_le_pow_left₀ (abs_nonneg _) (hs _ (hμ i)) 2
  exact (pow_le_pow_iff_left₀ (norm_nonneg _) (mul_nonneg hq (norm_nonneg _)) two_ne_zero).mp hsq
```

## The bound on the force error

The number $\delta$ stands for the tolerance of the force evaluation, measured in the norm of the whole force vector and valid at every step: `hf : ∀ k, ‖f k‖ ≤ δ`. It is assumed, not derived from any model of the force routine. Since $f$ is arbitrary, an error that depends on the current geometry is covered by taking the sequence that actually occurs. Gaussian sampling noise has no such uniform bound.

The triangle inequality on the error recursion gives $\|e_{k+1}\|\le q\|e_k\|+|\alpha|\delta$. Put $S_k=\sum_{j<k}q^j$, so that $S_0=0$ and $S_{k+1}=qS_k+1$. If $\|e_k\|\le q^k\|e_0\|+|\alpha|\delta S_k$, then
$$\|e_{k+1}\|\le q^{k+1}\|e_0\|+|\alpha|\delta\,(qS_k+1)=q^{k+1}\|e_0\|+|\alpha|\delta S_{k+1}.$$
`error_bound_of_step` is this induction for any step and any admissible $q$, whether or not $q<1$. There `h1` is the contraction, `h2` is the place where `hf k` is used, `h3` is the induction hypothesis times $q$, `geom_sum_succ` is the recursion for $S_k$, and `nlinarith` adds the inequalities. With no bound on $f_k$ and $\alpha\neq0$, a single kick places $x_{k+1}$ anywhere.

```lean
/-- For symmetric `A` in finite dimension, `A z = b`, `q ≥ 0`, any step `α` with `|1 - α μ| ≤ q` at
every eigenvalue `μ` and force errors of norm at most `δ`, `‖x_k - z‖ ≤ q^k ‖x₀ - z‖ + |α| δ (1 + q
+ ⋯ + q^(k-1))`. -/
theorem error_bound_of_step [FiniteDimensional ℝ E] {A : E →ₗ[ℝ] E} (hA : A.IsSymmetric)
    {α q δ : ℝ} (hq : 0 ≤ q) (hs : ∀ μ : ℝ, End.HasEigenvalue A μ → |1 - α * μ| ≤ q)
    {b z : E} (hz : A z = b) {f : ℕ → E} (hf : ∀ k, ‖f k‖ ≤ δ) (x₀ : E) (k : ℕ) :
    ‖noisyGD A b α f x₀ k - z‖ ≤ q ^ k * ‖x₀ - z‖ + |α| * δ * ∑ j ∈ Finset.range k, q ^ j := by
  induction k with
  | zero => simp [noisyGD]
  | succ k ih =>
    have h1 := contraction hA hq hs (noisyGD A b α f x₀ k - z)
    have h2 : ‖α • f k‖ ≤ |α| * δ := by
      rw [norm_smul, Real.norm_eq_abs]
      exact mul_le_mul_of_nonneg_left (hf k) (abs_nonneg _)
    have h3 := mul_le_mul_of_nonneg_left ih hq
    rw [error_step hz, geom_sum_succ, pow_succ]
    refine (norm_add_le _ _).trans ?_
    nlinarith
```

## The enclosure of the spectrum and the step

For $\alpha=2/(m+M)$ and $m\le\mu\le M$,
$$1-\alpha\mu=\frac{M+m-2\mu}{M+m},$$
and the numerator runs from $M-m$ at $\mu=m$ to $-(M-m)$ at $\mu=M$. Hence $|1-\alpha\mu|\le q=(M-m)/(M+m)$. In `optStep_contracts`, `h` is the displayed identity, `hm` makes the denominator positive, and the two `linarith` calls under `abs_le.mpr` use the two ends of the interval. If $M$ is underestimated so far that an eigenvalue exceeds $m+M$, then $1-\alpha\mu<-1$ and with exact forces any nonzero component of the error along that mode oscillates with growing amplitude.

```lean
/-- For `m > 0` and the step `α = 2 / (m + M)`, `|1 - α μ| ≤ (M - m) / (M + m)` for all `μ` in `[m,
M]`. -/
theorem optStep_contracts {m M μ : ℝ} (hm : 0 < m) (h1 : m ≤ μ) (h2 : μ ≤ M) :
    |1 - optStep m M * μ| ≤ optRate m M := by
  have hs : 0 < M + m := by linarith
  have h : 1 - optStep m M * μ = (M + m - 2 * μ) / (M + m) := by
    rw [optStep, add_comm m M]
    field_simp
  rw [h, abs_div, abs_of_pos hs]
  exact div_le_div_of_nonneg_right (abs_le.mpr ⟨by linarith, by linarith⟩) hs.le
```

No other step gives a smaller factor that is valid on all of $[m,M]$. Let $r=\max(|1-\alpha m|,|1-\alpha M|)$ for arbitrary real $\alpha$. Then $1-\alpha m\le r$ and $\alpha M-1\le r$. Multiplying the first by $M$, the second by $m$, and adding cancels $\alpha$ and leaves $M-m\le r(M+m)$. These products are the two hints passed to `nlinarith` in `optRate_le_max`, and the positivity of $m$ and $M$ preserves the direction of the inequalities. The statement concerns the factor of one fixed step; it says nothing on variable steps or momentum.

```lean
/-- For `m > 0`, `M > 0` and every step `α`, the larger of `|1 - α m|` and `|1 - α M|` is at least
`(M - m) / (M + m)`. -/
theorem optRate_le_max {m M : ℝ} (hm : 0 < m) (hM : 0 < M) (α : ℝ) :
    optRate m M ≤ max |1 - α * m| |1 - α * M| := by
  have h1 : 1 - α * m ≤ max |1 - α * m| |1 - α * M| := (le_abs_self _).trans (le_max_left _ _)
  have h2 : -(1 - α * M) ≤ max |1 - α * m| |1 - α * M| :=
    (neg_le_abs _).trans (le_max_right _ _)
  rw [optRate, div_le_iff₀ (by linarith)]
  nlinarith [mul_le_mul_of_nonneg_left h1 hM.le, mul_le_mul_of_nonneg_left h2 hm.le]
```

## Positive stiffness

The condition $m>0$ says that every direction has a restoring force, so $z$ is a strict minimum. For a free molecule it can hold only once rigid translations and rotations are removed from the space of displacements, by projection or by the choice of coordinates. Since $1-q=2m/(M+m)$, the step is $\alpha=(1-q)/m$, and $(1-q)S_k=1-q^k$ gives $\alpha\delta S_k=(1-q^k)\delta/m$. Therefore
$$\|e_k\|\le q^k\|e_0\|+(1-q^k)\frac{\delta}{m}.$$
The length $\delta/m$ is the static displacement that a force $\delta$ produces on a spring of stiffness $m$. In `error_bound_fine`, `hα` is the relation between $\alpha$ and $q$ and divides by $m$, `hs` feeds `optStep_contracts` at each eigenvalue, and `mul_neg_geom_sum` sums the series. The hypothesis `hmM : m ≤ M` gives $q\ge0$ and a positive step; on a nonzero space it already follows from the existence of an eigenvalue. For $m=M$ one has $q=0$, and the bound reads $\|e_0\|$ at $k=0$ and $\delta/m$ afterwards.

With a zero mode, $Av=0$ for a unit vector $v$, the constant error $f_k=\delta v$ adds $\alpha\delta v$ at every step, and for $\delta>0$ the iterate drifts without limit. An eigenvalue $\mu<0$, a saddle direction, has $1-\alpha\mu>1$ for positive $\alpha$.

```lean
/-- For symmetric `A` in finite dimension with eigenvalues in `[m, M]`, `0 < m ≤ M`, `A z = b`,
force errors of norm at most `δ`, step `2 / (m + M)` and `q = (M - m) / (M + m)`, `‖x_k - z‖ ≤ q^k
‖x₀ - z‖ + (1 - q^k) δ / m`. -/
theorem error_bound_fine [FiniteDimensional ℝ E] {A : E →ₗ[ℝ] E} (hA : A.IsSymmetric)
    {m M δ : ℝ} (hm : 0 < m) (hmM : m ≤ M) (hs : SpectrumIn A m M)
    {b z : E} (hz : A z = b) {f : ℕ → E} (hf : ∀ k, ‖f k‖ ≤ δ) (x₀ : E) (k : ℕ) :
    ‖noisyGD A b (optStep m M) f x₀ k - z‖ ≤
      optRate m M ^ k * ‖x₀ - z‖ + (1 - optRate m M ^ k) * (δ / m) := by
  have hsum : 0 < M + m := by linarith
  have hq : 0 ≤ optRate m M := div_nonneg (by linarith) hsum.le
  have hpos : 0 < optStep m M := div_pos two_pos (by linarith)
  have hα : optStep m M = (1 - optRate m M) / m := by
    rw [optStep, optRate, add_comm m M]
    field_simp
    ring
  have h := error_bound_of_step hA hq
    (fun μ hμ => optStep_contracts hm (hs μ hμ).1 (hs μ hμ).2) hz hf x₀ k
  rw [abs_of_pos hpos] at h
  -- sum the geometric series
  refine h.trans (le_of_eq ?_)
  rw [← mul_neg_geom_sum (optRate m M) k, hα]
  ring
```

Discarding the term $-q^k\delta/m$, which is not positive, gives the bound stated at the start. `error_bound` obtains $\delta\ge0$ from `hf 0`, so it needs no separate sign condition on $\delta$.

```lean
/-- For symmetric `A` in finite dimension with eigenvalues in `[m, M]`, `0 < m ≤ M`, `A z = b`, step
`2 / (m + M)` and force errors of norm at most `δ`: `‖x_k - z‖ ≤ ((M - m) / (M + m))^k ‖x₀ - z‖ + δ
/ m` for all `k`. -/
theorem error_bound [FiniteDimensional ℝ E] {A : E →ₗ[ℝ] E} (hA : A.IsSymmetric)
    {m M δ : ℝ} (hm : 0 < m) (hmM : m ≤ M) (hs : SpectrumIn A m M)
    {b z : E} (hz : A z = b) {f : ℕ → E} (hf : ∀ k, ‖f k‖ ≤ δ) (x₀ : E) (k : ℕ) :
    ‖noisyGD A b (optStep m M) f x₀ k - z‖ ≤ optRate m M ^ k * ‖x₀ - z‖ + δ / m := by
  have hq : 0 ≤ optRate m M := div_nonneg (by linarith) (by linarith)
  have hδ : 0 ≤ δ / m := div_nonneg ((norm_nonneg _).trans (hf 0)) hm.le
  have h := error_bound_fine hA hm hmM hs hz hf x₀ k
  nlinarith [mul_nonneg (pow_nonneg hq k) hδ]
```

## A constant error along the softest mode

Suppose $m$ is itself an eigenvalue with unit eigenvector $v$, and take $e_0=cv$ with $c\ge0$ and $f_k=\delta v$ with $\delta\ge0$. Then $e_k=s_kv$ with real $s_k$, where $s_0=c$ and $s_{k+1}=(1-\alpha m)s_k+\alpha\delta=qs_k+(1-q)\delta/m$. The solution is $s_k=q^kc+(1-q^k)\delta/m$, which is non-negative because $0\le q\le1$, so the finer bound holds with equality at every $k$. `error_bound_attained` needs neither symmetry, finite dimension nor the enclosure, since the motion stays on one line. Its `key` is the induction for $e_k=s_kv$, `hs` the scalar recursion, and `hnn` removes the absolute value.

```lean
/-- If `v` is a unit vector with `A v = m v`, the initial error is `c v` with `c ≥ 0` and the force
error is the constant `δ v` with `δ ≥ 0`, then for `0 < m ≤ M`, `A z = b`, step `2 / (m + M)` and `q
= (M - m) / (M + m)`, `‖x_k - z‖ = q^k c + (1 - q^k) δ / m`. -/
theorem error_bound_attained {A : E →ₗ[ℝ] E} {m M δ c : ℝ} (hm : 0 < m) (hmM : m ≤ M)
    (hδ : 0 ≤ δ) (hc : 0 ≤ c) {b z v : E} (hz : A z = b) (hv : A v = m • v) (hv1 : ‖v‖ = 1)
    (k : ℕ) :
    ‖noisyGD A b (optStep m M) (fun _ => δ • v) (z + c • v) k - z‖ =
      optRate m M ^ k * c + (1 - optRate m M ^ k) * (δ / m) := by
  have hsum : 0 < M + m := by linarith
  have hq : 0 ≤ optRate m M := div_nonneg (by linarith) hsum.le
  have hq1 : optRate m M ≤ 1 := (div_le_one hsum).mpr (by linarith)
  have hα : optStep m M = (1 - optRate m M) / m := by
    rw [optStep, optRate, add_comm m M]
    field_simp
    ring
  rw [hα]
  generalize optRate m M = q at hq hq1 ⊢
  -- the error stays along `v`
  have key : ∀ k, noisyGD A b ((1 - q) / m) (fun _ => δ • v) (z + c • v) k - z =
      (q ^ k * c + (1 - q ^ k) * (δ / m)) • v := by
    intro k
    induction k with
    | zero => simp [noisyGD]
    | succ k ih =>
      have hs : q ^ (k + 1) * c + (1 - q ^ (k + 1)) * (δ / m) =
          (q ^ k * c + (1 - q ^ k) * (δ / m))
            - (1 - q) / m * ((q ^ k * c + (1 - q ^ k) * (δ / m)) * m) + (1 - q) / m * δ := by
        field_simp
        ring
      rw [error_step hz, ih, map_smul, hv, hs]
      module
  have hnn : 0 ≤ q ^ k * c + (1 - q ^ k) * (δ / m) :=
    add_nonneg (mul_nonneg (pow_nonneg hq k) hc)
      (mul_nonneg (sub_nonneg.mpr (pow_le_one₀ hq hq1)) (div_nonneg hδ hm.le))
  rw [key, norm_smul, hv1, mul_one, Real.norm_eq_abs, abs_of_nonneg hnn]
```

## Two modes of stiffness 1 and 3

The operator $\mathrm{diag}(1,3)$ maps the vector with components `x 0`, `x 1` to the vector with components `x 0`, `3 * x 1`.

```lean
/-- The operator `diag(1, 3)` on the Euclidean plane. -/
def twoModes : EuclideanSpace ℝ (Fin 2) →ₗ[ℝ] EuclideanSpace ℝ (Fin 2) where
  toFun x := !₂[x 0, 3 * x 1]
  map_add' x y := by
    ext i
    fin_cases i <;> simp
    ring
  map_smul' c x := by
    ext i
    fin_cases i <;> simp
    ring
```

`twoModes_witness` shows that it is symmetric, has its eigenvalues in $[1,3]$, and maps $(1,0)$ to itself. For an eigenvector $v$ with eigenvalue $\mu$ the components obey `h0 : v 0 = μ * v 0` and `h1 : 3 * v 1 = μ * v 1`. If the first component vanishes the second does not, and $\mu=3$; otherwise $\mu=1$.

```lean
/-- The operator `diag(1, 3)` is symmetric, has its spectrum in `[1, 3]` and fixes `(1, 0)`. -/
theorem twoModes_witness :
    twoModes.IsSymmetric ∧ SpectrumIn twoModes 1 3 ∧
      twoModes !₂[1, 0] = (1 : ℝ) • !₂[1, 0] := by
  refine ⟨fun x y => ?_, fun μ hμ => ?_, ?_⟩
  · simp [twoModes, PiLp.inner_apply, Fin.sum_univ_two]
    ring
  · obtain ⟨v, hv⟩ := hμ.exists_hasEigenvector
    have h := hv.apply_eq_smul
    have h0 : v 0 = μ * v 0 := by simpa [twoModes] using congrArg (fun w => w 0) h
    have h1 : 3 * v 1 = μ * v 1 := congrArg (fun w : EuclideanSpace ℝ (Fin 2) => w 1) h
    by_cases a : v 0 = 0
    · have a1 : v 1 ≠ 0 := fun a1 => hv.2 (by ext i; fin_cases i <;> simp [a, a1])
      have : (3 : ℝ) = μ := mul_right_cancel₀ a1 h1
      constructor <;> linarith
    · have : (1 : ℝ) = μ := mul_right_cancel₀ a (by linarith)
      constructor <;> linarith
  · ext i; fin_cases i <;> simp [twoModes]

end

end NoisyGradientDescent
```

Here $m=1$, $M=3$, $\alpha=\tfrac12$, $q=\tfrac12$. Take $b=(1,3)$, so $z=(1,1)$, with $x_0=(3,1)$ and $f_k=(0.2,0)$, that is $v=(1,0)$, $c=2$, $\delta=0.2$. The first step has $F(x_0)=(-2,0)$ and $x_1=(3,1)+\tfrac12(-1.8,0)=(2.1,1)$. In general $s_{k+1}=s_k/2+0.1$.

| $k$ | $\lVert e_k\rVert$ | $2q^k+0.2(1-q^k)$ | $2q^k+0.2$ |
|---|---|---|---|
| 0 | 2 | 2 | 2.2 |
| 1 | 1.1 | 1.1 | 1.2 |
| 2 | 0.65 | 0.65 | 0.7 |
| 3 | 0.425 | 0.425 | 0.45 |

The error tends to $0.2=\delta/m$, the fixed point of $s\mapsto s/2+0.1$.

```lean
#print axioms NoisyGradientDescent.energy_add
#print axioms NoisyGradientDescent.optRate_le_max
#print axioms NoisyGradientDescent.error_bound
#print axioms NoisyGradientDescent.error_bound_attained
```

```
'NoisyGradientDescent.energy_add' depends on axioms: [propext, Classical.choice, Quot.sound]
'NoisyGradientDescent.optRate_le_max' depends on axioms: [propext, Classical.choice, Quot.sound]
'NoisyGradientDescent.error_bound' depends on axioms: [propext, Classical.choice, Quot.sound]
'NoisyGradientDescent.error_bound_attained' depends on axioms: [propext, Classical.choice, Quot.sound]
```
